# The Boltzmann sum of an evenly spaced ladder of levels

Take a ladder of energy levels 2k + c, with k = 0, 1, 2, … and c any real number, each level counted once. For a positive inverse temperature x, in units that make both x and the energies dimensionless, the lemma says that the Boltzmann factors exp(−x(2k + c)) have a convergent sum, equal to exp(x(1 − c))/(2 sinh x). The proof starts from the geometric series with ratio exp(−2x), which is less than one because x is positive, and multiplies it by exp(−xc). It then uses `convert` to reduce the lemma to matching the terms and the value of the sum with those of this series.

In Lean, a first try:

```lean
import Mathlib

open Filter Topology Set

namespace AnyonVirial

noncomputable section

/-- The Boltzmann sum of a ladder of levels with spacing two and lowest level `c`. -/
theorem hasSum_ladder {x : ℝ} (hx : 0 < x) (c : ℝ) :
    HasSum (fun k : ℕ => Real.exp (-x * (2 * k + c)))
      (Real.exp (x * (1 - c)) / (2 * Real.sinh x)) := by
  have hr : Real.exp (-2 * x) < 1 := Real.exp_lt_one (by linarith)
  have h := (hasSum_geometric_of_lt_one (Real.exp_pos (-2 * x)).le hr).mul_left
    (Real.exp (-x * c))
  convert h using 1
  · funext k
    rw [← Real.exp_nat_mul, ← Real.exp_add]
    congr 1
    ring
  · have e0 : Real.exp (-x) = Real.exp x * Real.exp (-2 * x) := by
      rw [← Real.exp_add]
      congr 1
      ring
    have e1 : 2 * Real.sinh x = Real.exp x * (1 - Real.exp (-2 * x)) := by
      rw [Real.sinh_eq, e0]
      ring
    have e2 : Real.exp (x * (1 - c)) = Real.exp x * Real.exp (-x * c) := by
      rw [← Real.exp_add]
      congr 1
      ring
    rw [e1, e2, mul_div_mul_left _ _ (Real.exp_pos x).ne', div_eq_mul_inv]

end

end AnyonVirial
```

Compiling this gives:

```
Main.lean:13:37: error(lean.unknownIdentifier): Unknown constant `Real.exp_lt_one`
Main.lean:17:4: error: Tactic `apply` failed: could not unify the conclusion of `@funext`
  ?f = ?g
with the goal
  Real.instAddCommMonoid =
    CommRing.toNonUnitalCommRing.toNonUnitalNonAssocCommRing.toNonUnitalNonAssocSemiring.toAddCommMonoid

Note: The full type of `@funext` is
  ∀ {α : Sort ?u.66} {β : α → Sort ?u.65} {f g : (x : α) → β x}, (∀ (x : α), f x = g x) → f = g

case e'_3
x : ℝ
hx : 0 < x
c : ℝ
hr : Real.exp (-2 * x) < 1
h : HasSum (fun i => Real.exp (-x * c) * Real.exp (-2 * x) ^ i) (Real.exp (-x * c) * (1 - Real.exp (-2 * x))⁻¹)
⊢ Real.instAddCommMonoid =
    CommRing.toNonUnitalCommRing.toNonUnitalNonAssocCommRing.toNonUnitalNonAssocSemiring.toAddCommMonoid
Main.lean:32:8: error: Tactic `rewrite` failed: Did not find an occurrence of the pattern
  2 * Real.sinh x
in the target expression
  (fun k => Real.exp (-x * (2 * ↑k + c))) = fun i => Real.exp (-x * c) * Real.exp (-2 * x) ^ i

case e'_5
x : ℝ
hx : 0 < x
c : ℝ
hr : Real.exp (-2 * x) < 1
h : HasSum (fun i => Real.exp (-x * c) * Real.exp (-2 * x) ^ i) (Real.exp (-x * c) * (1 - Real.exp (-2 * x))⁻¹)
e0 : Real.exp (-x) = Real.exp x * Real.exp (-2 * x)
e1 : 2 * Real.sinh x = Real.exp x * (1 - Real.exp (-2 * x))
e2 : Real.exp (x * (1 - c)) = Real.exp x * Real.exp (-x * c)
⊢ (fun k => Real.exp (-x * (2 * ↑k + c))) = fun i => Real.exp (-x * c) * Real.exp (-2 * x) ^ i
Main.lean:12:54: error: unsolved goals
case e'_6
x : ℝ
hx : 0 < x
c : ℝ
hr : Real.exp (-2 * x) < 1
h : HasSum (fun i => Real.exp (-x * c) * Real.exp (-2 * x) ^ i) (Real.exp (-x * c) * (1 - Real.exp (-2 * x))⁻¹)
⊢ Real.exp (x * (1 - c)) / (2 * Real.sinh x) = Real.exp (-x * c) * (1 - Real.exp (-2 * x))⁻¹
```

Cause. The first message says that no constant called `Real.exp_lt_one` exists. The repair uses the equivalence `Real.exp_lt_one_iff`, whose `.mpr` direction gives exp(−2x) < 1 once `linarith` has shown that −2x is negative.

The other three messages have one cause. The proof has two bullets after `convert h using 1`, one for the terms and one for the value, but `convert` leaves three goals. The extra one comes first and asks that two expressions for the additive structure on the real numbers be equal. So `funext k` meets an equation between structures instead of functions, the bullet meant for the value gets the goal about the terms, where there is no `2 * Real.sinh x` to rewrite, and the goal about the value is left unsolved. The new bullet `· rfl` closes the extra goal, since the two expressions are equal by definition, and each of the old bullets then meets the goal it was written for.

This version goes through:

```diff
@@ -11,8 +11,9 @@
     HasSum (fun k : ℕ => Real.exp (-x * (2 * k + c)))
       (Real.exp (x * (1 - c)) / (2 * Real.sinh x)) := by
-  have hr : Real.exp (-2 * x) < 1 := Real.exp_lt_one (by linarith)
+  have hr : Real.exp (-2 * x) < 1 := Real.exp_lt_one_iff.mpr (by linarith)
   have h := (hasSum_geometric_of_lt_one (Real.exp_pos (-2 * x)).le hr).mul_left
     (Real.exp (-x * c))
   convert h using 1
+  · rfl
   · funext k
     rw [← Real.exp_nat_mul, ← Real.exp_add]
```
